# The Vashishta–Singwi parameter fixed by the compressibility condition for a power-law energy

## The result

Let \(n>0\) be the density of a three-dimensional uniform electron gas, and let its exchange-correlation energy per particle be a pure power law, \(e(n)=-C\,n^{p}\), with amplitude \(C\neq 0\) and exponent \(p\neq 2/3\). Primes denote density derivatives. Let \(v=2e-3ne'\) be the interaction energy per particle, which for the power law is \(v=(2-3p)\,e\), and let \(a\) be a real number that does not depend on density. Then

\[
\frac23\left(\frac{v}{n}+a\,n\Big(\frac{v}{n}\Big)'\right)=(n e)''\quad\text{for all } n>0
\qquad\Longleftrightarrow\qquad
a(1-p)=1-\frac{3p(p+1)}{2(2-3p)} .
\]

The range \(C>0\), \(0<p<2/3\), in which both \(e\) and \(v\) are negative and grow in size with density, is included. For the exchange exponent \(p=1/3\) the condition holds exactly when \(a=1/2\).

## Two long-wavelength kernels

A static local-field factor \(G(q)\) at wave number \(q\) defines an exchange-correlation kernel \(f(q)=-4\pi G(q)/q^{2}\) in Hartree units. Thermodynamics fixes its limit at small \(q\). With \(\kappa\) the compressibility and \(t_s(n)\) the kinetic energy per particle of the non-interacting gas, \(1/(n^{2}\kappa)=(n t_s)''+(n e)''\), and the compressibility sum rule demands \(f(q\to0)=(ne)''\).

A closure based on the pair correlation gives a second expression. With \(S(k)\) the static structure factor, the closure of Singwi, Tosi, Land and Sjölander (STLS) reads
\[
G(q)=-\frac1n\int\!\frac{d^3k}{(2\pi)^3}\,\frac{\mathbf q\cdot(\mathbf q-\mathbf k)}{|\mathbf q-\mathbf k|^{2}}\,[S(k)-1].
\]
To order \(q^2\) the angular average of the fraction is \(q^{2}/k^{2}-2\langle(\mathbf q\cdot\mathbf k)^2\rangle/k^{4}=q^{2}/(3k^{2})\). The interaction energy per particle is \(v=\frac12\int\frac{d^3k}{(2\pi)^3}\frac{4\pi}{k^{2}}[S(k)-1]\). Together these give \(G\to -q^{2}v/(6\pi n)\) and \(f\to\frac23\,v/n\), which is the origin of the factor \(2/3\). The Vashishta–Singwi scheme applies the operator \(1+a\,n\,\partial/\partial n\) to this local-field factor. The derivative term stands for the response of the pair correlation to a change in the local density, the parameter \(a\) is its weight, and \(a=0\) returns STLS. The long-wavelength kernel becomes
\[
f_a(n)=\frac23\left(\frac vn+a\,n\Big(\frac vn\Big)'\right).
\]

The link between \(v\) and \(e\) comes from scaling. With \(r_s\) defined by \(4\pi r_s^{3}/3=1/n\) and the Coulomb interaction multiplied by a coupling \(\lambda\), the energy obeys \(e_\lambda(r_s)=\lambda^{2}e(\lambda r_s)\). The Hellmann–Feynman theorem gives \(v=\partial_\lambda e_\lambda|_{\lambda=1}=2e+r_s\,de/dr_s\), and \(r_s\,d/dr_s=-3n\,d/dn\) turns this into \(v=2e-3ne'\).

The limit \((ne)''\) is also the kernel of the adiabatic local-density approximation, so the result tells when a one-parameter closure of this type, for an energy that is a single power law, has the same long-wavelength static response as that approximation.

## What the definitions and theorems say

Densities and energies are real numbers, and an energy is a function `ℝ → ℝ`. `powerLaw C p n` is \(-Cn^{p}\) with a real exponent. `virial e n` is \(2e-3ne'\), `vsKernel a v n` is \(f_a(n)\) for an arbitrary function \(v\), and `xcKernel e n` is \((ne)''\), each written with Mathlib's `deriv`. `VSCondition a e` says that `vsKernel a (virial e) n = xcKernel e n` at every \(n>0\), with one value of \(a\) for all densities.

The virial relation and the form of \(f_a\) enter as definitions. The file contains no Hamiltonian, structure factor or wave number; three dimensions and the Coulomb interaction survive only in the coefficients \(2\), \(3\) and \(2/3\). In the full Vashishta–Singwi scheme \(S(k)\), \(G(q)\) and the energy are determined self-consistently at all \(q\). The statements below start from a prescribed \(e(n)\) and compare two expressions for the \(q\to0\) kernel.

The main theorem, `vsCondition_powerLaw_iff`, is the equivalence stated at the top, under `hC : C ≠ 0` and `hp : p ≠ 2 / 3`. The first hypothesis excludes \(e=0\), for which both kernels vanish whatever \(a\) is. The second keeps the denominator non-zero; at \(p=2/3\) Lean's convention \(x/0=0\) would turn the right-hand side into \(a/3=1\), although no \(a\) satisfies the condition there. Behind it stand two more general theorems. `vsCondition_iff_euler` holds for any \(e\) that is twice differentiable on \(n>0\), with the derivatives supplied as functions `e₁` and `e₂`. `vsCondition_powerLaw_iff_poly` holds for every exponent. Three statements treat special values: `vsCondition_exchange_iff` for \(p=1/3\), `vsCondition_half_iff` for \(a=1/2\), and `vsKernel_zero_exchange` for \(a=0\) at \(p=1/3\), the last for any \(C\), zero included.

## From the kernels to an Euler equation

Take any twice differentiable \(e\). The product rule gives \((ne)'=e+ne'\) and
\[
(ne)''=2e'+ne''.
\]
For the other kernel, \(v/n=2e/n-3e'\), so
\[
n\Big(\frac vn\Big)'=2e'-\frac{2e}{n}-3ne'',
\]
and
\[
f_a=\frac23\left[2(1-a)\frac en-(3-2a)e'-3a\,ne''\right]
=\frac43(1-a)\frac en-\Big(2-\frac43a\Big)e'-2a\,ne''.
\]
Subtracting,
\[
(ne)''-f_a=(1+2a)\,ne''+\Big(4-\frac43a\Big)e'-\frac43(1-a)\frac en .
\]
Multiplication by \(3n\), which is non-zero, shows that the two kernels agree at \(n\) exactly when
\[
3(1+2a)\,n^{2}e''+4(3-a)\,ne'-4(1-a)\,e=0 .
\]
This is a linear equation of Euler type: each term has as many powers of \(n\) as derivatives.

## The power law

For \(e=-Cn^{p}\) one has \(ne'=pe\) and \(n^{2}e''=p(p-1)e\). The first relation gives \(v=(2-3p)e\). The Euler expression becomes \(e\) times
\[
3(1+2a)p(p-1)+4(3-a)p-4(1-a)=3p^{2}+9p-4+a\,(6p^{2}-10p+4).
\]
Since \(6p^{2}-10p+4=2(2-3p)(1-p)\) and \(3p^{2}+9p-4=3p(p+1)-2(2-3p)\), the factor equals
\[
3p(p+1)-2(2-3p)\bigl(1-a(1-p)\bigr).
\]
The prefactor \(-Cn^{p}\) does not vanish for \(C\neq0\), so the condition holds at all densities exactly when
\[
2(2-3p)\bigl(1-a(1-p)\bigr)=3p(p+1).
\]
The same relation can be read off directly from \(f_a=\frac23(2-3p)\bigl(1-a(1-p)\bigr)e/n\) and \((ne)''=p(p+1)\,e/n\). For \(p\neq2/3\), division by \(2(2-3p)\) and rearrangement give the main result.

At \(p=1/3\) the relation is \(2(1-2a/3)=4/3\), hence \(a=1/2\). At the same exponent \(v=e\), so \(f_0=\frac23\,e/n\) while \((ne)''=\frac49\,e/n\), a ratio of \(3/2\). At \(a=1/2\) one has \(1-a(1-p)=(1+p)/2\), the relation becomes \((2-3p)(p+1)=3p(p+1)\), that is \((3p-1)(p+1)=0\), and the exponent is \(1/3\) or \(-1\).

## The Lean file

```lean
import Mathlib

open Filter Topology

namespace VashishtaSingwi

noncomputable section

/-- Power-law exchange-correlation energy per particle, `e(n) = -C n^p`. -/
def powerLaw (C p n : ℝ) : ℝ := -C * n ^ p

/-- Interaction energy per particle from the virial relation in three dimensions,
`v = 2 e - 3 n e'`. -/
def virial (e : ℝ → ℝ) (n : ℝ) : ℝ := 2 * e n - 3 * n * deriv e n

/-- Long-wavelength kernel of the Vashishta-Singwi scheme with parameter `a`,
`(2/3) (v/n + a n (v/n)')`. -/
def vsKernel (a : ℝ) (v : ℝ → ℝ) (n : ℝ) : ℝ :=
  2 / 3 * (v n / n + a * n * deriv (fun m => v m / m) n)

/-- Thermodynamic kernel: the second density derivative `(n e)''` of the energy density. -/
def xcKernel (e : ℝ → ℝ) (n : ℝ) : ℝ := deriv (deriv fun m => m * e m) n

/-- Compressibility condition: the Vashishta-Singwi kernel built on the virial interaction
energy equals `(n e)''` at every positive density. -/
def VSCondition (a : ℝ) (e : ℝ → ℝ) : Prop :=
  ∀ n, 0 < n → vsKernel a (virial e) n = xcKernel e n

/-- First and second density derivatives of the power-law energy at positive density. -/
theorem powerLaw_derivs (C p : ℝ) {n : ℝ} (hn : 0 < n) :
    HasDerivAt (powerLaw C p) (-C * (p * n ^ (p - 1))) n ∧
    HasDerivAt (fun m : ℝ => -C * (p * m ^ (p - 1)))
      (-C * (p * ((p - 1) * n ^ (p - 1 - 1)))) n :=
  ⟨(Real.hasDerivAt_rpow_const (Or.inl hn.ne')).const_mul (-C),
    ((Real.hasDerivAt_rpow_const (Or.inl hn.ne')).const_mul p).const_mul (-C)⟩

/-- For the power law the virial interaction energy is `v = (2 - 3p) e`. -/
theorem virial_powerLaw (C p : ℝ) {n : ℝ} (hn : 0 < n) :
    virial (powerLaw C p) n = (2 - 3 * p) * powerLaw C p n := by
  have hne := hn.ne'
  unfold virial
  rw [(powerLaw_derivs C p hn).1.deriv, Real.rpow_sub_one hne p]
  unfold powerLaw
  field_simp
  try ring

/-- For `n > 0` and an energy with derivative `e₁` at every positive density, where `e₁` has
derivative `e₂` at `n`, `(n e)'' = 2 e₁ + n e₂`. -/
theorem xcKernel_eq {e e₁ : ℝ → ℝ} {e₂ n : ℝ} (hn : 0 < n)
    (h₁ : ∀ m, 0 < m → HasDerivAt e (e₁ m) m) (h₂ : HasDerivAt e₁ e₂ n) :
    xcKernel e n = 2 * e₁ n + n * e₂ := by
  -- near `n` the first derivative of `m e` is `e + m e₁`
  have hd : deriv (fun m => m * e m) =ᶠ[𝓝 n] fun m => 1 * e m + m * e₁ m := by
    filter_upwards [Ioi_mem_nhds hn] with m hm
    exact ((hasDerivAt_id' m).fun_mul (h₁ m hm)).deriv
  have H : HasDerivAt (fun m => 1 * e m + m * e₁ m) (2 * e₁ n + n * e₂) n :=
    (((h₁ n hn).const_mul 1).fun_add ((hasDerivAt_id' n).fun_mul h₂)).congr_deriv (by ring)
  exact (H.congr_of_eventuallyEq hd).deriv

/-- The Vashishta-Singwi kernel of the virial interaction energy, expressed through `e` and
its first two derivatives `e₁`, `e₂`. -/
theorem vsKernel_virial_eq (a : ℝ) {e e₁ : ℝ → ℝ} {e₂ n : ℝ} (hn : 0 < n)
    (h₁ : ∀ m, 0 < m → HasDerivAt e (e₁ m) m) (h₂ : HasDerivAt e₁ e₂ n) :
    vsKernel a (virial e) n
      = 4 / 3 * (1 - a) * e n / n - (2 - 4 / 3 * a) * e₁ n - 2 * a * n * e₂ := by
  have hne := hn.ne'
  have hv : (fun m => virial e m / m) =ᶠ[𝓝 n] fun m => (2 * e m - 3 * m * e₁ m) / m := by
    filter_upwards [Ioi_mem_nhds hn] with m hm
    simp only [virial, (h₁ m hm).deriv]
  -- quotient rule for `v / n`
  have H : HasDerivAt (fun m => (2 * e m - 3 * m * e₁ m) / m)
      (((-e₁ n - 3 * n * e₂) * n - (2 * e n - 3 * n * e₁ n)) / n ^ 2) n :=
    ((((h₁ n hn).const_mul 2).fun_sub
      (((hasDerivAt_id' n).const_mul 3).fun_mul h₂)).fun_div
        (hasDerivAt_id' n) hne).congr_deriv (by ring)
  unfold vsKernel
  rw [(H.congr_of_eventuallyEq hv).deriv]
  simp only [virial, (h₁ n hn).deriv]
  field_simp
  ring

/-- For a twice differentiable energy the compressibility condition is equivalent to the
Euler equation `3 (1 + 2a) n² e'' + 4 (3 - a) n e' - 4 (1 - a) e = 0` at all positive `n`. -/
theorem vsCondition_iff_euler (a : ℝ) {e e₁ e₂ : ℝ → ℝ}
    (h₁ : ∀ m, 0 < m → HasDerivAt e (e₁ m) m) (h₂ : ∀ m, 0 < m → HasDerivAt e₁ (e₂ m) m) :
    VSCondition a e ↔ ∀ n, 0 < n →
      3 * (1 + 2 * a) * n ^ 2 * e₂ n + 4 * (3 - a) * n * e₁ n - 4 * (1 - a) * e n = 0 := by
  unfold VSCondition
  refine forall_congr' fun n => forall_congr' fun hn => ?_
  have hne := hn.ne'
  rw [vsKernel_virial_eq a hn h₁ (h₂ n hn), xcKernel_eq hn h₁ (h₂ n hn)]
  -- the Euler expression is `3 n` times the mismatch of the kernels
  have key : 3 * (1 + 2 * a) * n ^ 2 * e₂ n + 4 * (3 - a) * n * e₁ n - 4 * (1 - a) * e n
      = 3 * n * ((2 * e₁ n + n * e₂ n)
        - (4 / 3 * (1 - a) * e n / n - (2 - 4 / 3 * a) * e₁ n - 2 * a * n * e₂ n)) := by
    field_simp
    ring
  rw [key]
  constructor
  · intro h
    linear_combination (-3 * n) * h
  · intro h
    have h3 : (3 : ℝ) * n ≠ 0 := by positivity
    have := (mul_eq_zero.1 h).resolve_left h3
    linarith

/-- For a power law of non-zero amplitude and any exponent, the compressibility condition
holds iff `2 (2 - 3p) (1 - a (1 - p)) = 3p (p + 1)`. -/
theorem vsCondition_powerLaw_iff_poly (a p : ℝ) {C : ℝ} (hC : C ≠ 0) :
    VSCondition a (powerLaw C p) ↔ 2 * (2 - 3 * p) * (1 - a * (1 - p)) = 3 * p * (p + 1) := by
  refine (vsCondition_iff_euler a (fun m hm => (powerLaw_derivs C p hm).1)
    (fun m hm => (powerLaw_derivs C p hm).2)).trans ?_
  -- the Euler expression factorises into `-C n^p` times a polynomial in `a` and `p`
  have key : ∀ n : ℝ, 0 < n →
      3 * (1 + 2 * a) * n ^ 2 * (-C * (p * ((p - 1) * n ^ (p - 1 - 1))))
        + 4 * (3 - a) * n * (-C * (p * n ^ (p - 1))) - 4 * (1 - a) * powerLaw C p n
      = -C * n ^ p * (3 * p * (p + 1) - 2 * (2 - 3 * p) * (1 - a * (1 - p))) := by
    intro n hn
    have hne := hn.ne'
    rw [Real.rpow_sub_one hne (p - 1), Real.rpow_sub_one hne p]
    unfold powerLaw
    field_simp
    ring
  constructor
  · intro h
    have h1 := (key 1 one_pos).symm.trans (h 1 one_pos)
    have h2 : -C * (1 : ℝ) ^ p ≠ 0 := by simp [hC]
    have := (mul_eq_zero.1 h1).resolve_left h2
    linarith
  · intro h n hn
    refine (key n hn).trans ?_
    rw [h, sub_self, mul_zero]

/-- For `e = -C n^p` with `C ≠ 0` and `p ≠ 2/3`, the Vashishta-Singwi compressibility
condition holds at all densities iff `a (1 - p) = 1 - 3p (p + 1) / (2 (2 - 3p))`. -/
theorem vsCondition_powerLaw_iff (a : ℝ) {C p : ℝ} (hC : C ≠ 0) (hp : p ≠ 2 / 3) :
    VSCondition a (powerLaw C p) ↔ a * (1 - p) = 1 - 3 * p * (p + 1) / (2 * (2 - 3 * p)) := by
  have hD : 2 * (2 - 3 * p) ≠ 0 := fun h => hp (by linarith)
  have hs : (a * (1 - p) = 1 - 3 * p * (p + 1) / (2 * (2 - 3 * p))) ↔
      3 * p * (p + 1) / (2 * (2 - 3 * p)) = 1 - a * (1 - p) := by
    constructor <;> intro h <;> linarith
  rw [vsCondition_powerLaw_iff_poly a p hC, hs, div_eq_iff hD]
  constructor <;> intro h <;> linear_combination -h

/-- For the power law `e = -C n^(1/3)` with `C ≠ 0` the compressibility condition holds iff `a =
1/2`. -/
theorem vsCondition_exchange_iff (a : ℝ) {C : ℝ} (hC : C ≠ 0) :
    VSCondition a (powerLaw C (1 / 3)) ↔ a = 1 / 2 := by
  rw [vsCondition_powerLaw_iff_poly a (1 / 3) hC]
  constructor <;> intro h <;> linarith

/-- With `a = 1/2` a power law of non-zero amplitude meets the compressibility condition
iff `p = 1/3` or `p = -1`. -/
theorem vsCondition_half_iff (p : ℝ) {C : ℝ} (hC : C ≠ 0) :
    VSCondition (1 / 2) (powerLaw C p) ↔ p = 1 / 3 ∨ p = -1 := by
  rw [vsCondition_powerLaw_iff_poly (1 / 2) p hC]
  constructor
  · intro h
    have h0 : (3 * p - 1) * (p + 1) = 0 := by linear_combination (-1 / 2) * h
    rcases mul_eq_zero.1 h0 with h1 | h1
    · left; linarith
    · right; linarith
  · rintro (rfl | rfl) <;> norm_num

/-- For the exchange power law the kernel with `a = 0` is `3/2` times `(n e)''` at every
positive density. -/
theorem vsKernel_zero_exchange (C : ℝ) {n : ℝ} (hn : 0 < n) :
    vsKernel 0 (virial (powerLaw C (1 / 3))) n = 3 / 2 * xcKernel (powerLaw C (1 / 3)) n := by
  have hne := hn.ne'
  have h₁ := fun m (hm : 0 < m) => (powerLaw_derivs C (1 / 3) hm).1
  have h₂ := (powerLaw_derivs C (1 / 3) hn).2
  rw [vsKernel_virial_eq 0 hn h₁ h₂, xcKernel_eq hn h₁ h₂]

  rw [Real.rpow_sub_one hne (1 / 3 - 1), Real.rpow_sub_one hne (1 / 3)]
  unfold powerLaw
  generalize n ^ (1 / 3 : ℝ) = t
  field_simp
  ring

end

end VashishtaSingwi
```

```lean
#print axioms VashishtaSingwi.vsCondition_powerLaw_iff
#print axioms VashishtaSingwi.vsCondition_exchange_iff
#print axioms VashishtaSingwi.vsCondition_half_iff
#print axioms VashishtaSingwi.vsKernel_zero_exchange
```

```
'VashishtaSingwi.vsCondition_powerLaw_iff' depends on axioms: [propext, Classical.choice, Quot.sound]
'VashishtaSingwi.vsCondition_exchange_iff' depends on axioms: [propext, Classical.choice, Quot.sound]
'VashishtaSingwi.vsCondition_half_iff' depends on axioms: [propext, Classical.choice, Quot.sound]
'VashishtaSingwi.vsKernel_zero_exchange' depends on axioms: [propext, Classical.choice, Quot.sound]
```

## How the proof follows the algebra

`powerLaw_derivs` gives \(e'=-Cp\,n^{p-1}\) and \(e''=-Cp(p-1)\,n^{p-2}\) at \(n>0\) from `Real.hasDerivAt_rpow_const`, with the last exponent left as `p - 1 - 1`. `virial_powerLaw` inserts the first derivative and uses `Real.rpow_sub_one` to write \(n^{p-1}=n^{p}/n\), which is the step \(ne'=pe\). No later theorem depends on it; it records that the defined \(v\) is \((2-3p)e\) for the power law.

`xcKernel_eq` is the double product rule. `vsKernel_virial_eq` differentiates \(v/n\) by the quotient rule: in its statement `H` the numerator is \(v'n-v\) with \(v'=2e'-3e'-3ne''=-e'-3ne''\), and `field_simp` with `ring` brings the result to the three-term form of \(f_a\).

`vsCondition_iff_euler` works at one density at a time. Both sides have the shape "for all \(n\), if \(n>0\) then …", so `forall_congr'` applied twice reduces the goal to an equivalence at a fixed \(n\). After both kernels are rewritten, `key` states that the Euler expression is \(3n\,[(ne)''-f_a]\). One direction multiplies the equality of kernels by \(-3n\) through `linear_combination (-3 * n) * h`; the other cancels \(3n\neq0\) with `mul_eq_zero`.

`vsCondition_powerLaw_iff_poly` feeds the two derivatives into that theorem. Its own `key` is the factorisation into \(-Cn^{p}\) times the polynomial in \(a\) and \(p\). To extract the polynomial relation the proof evaluates the Euler equation at the single density \(n=1\), where the prefactor is \(-C\); this is where `hC` is used. In the opposite direction the polynomial vanishes, so the product vanishes at every \(n>0\).

The remaining theorems are algebra on that relation. The main theorem isolates the fraction in `hs` and clears it with `div_eq_iff hD`, where `hD` says \(2(2-3p)\neq0\). The exchange case is linear in \(a\) and closes by `linarith`. The case \(a=1/2\) obtains `(3 * p - 1) * (p + 1) = 0` and splits the product. `vsKernel_zero_exchange` goes back to the two kernel formulas, reduces all powers to \(n^{1/3}\), names that quantity `t`, and finishes with an identity of rational functions in \(n\), \(t\) and \(C\).

## Equality near a point

The step that needs care is the second differentiation. `xcKernel e n` is the derivative at \(n\) of the function \(m\mapsto (me)'(m)\), which Lean defines on the whole real line. The identity \((me)'=e+me'\) is known only for \(m>0\), since the hypothesis `h₁` says nothing about other points, and `h₁` cannot be assumed at every real \(m\), because the power law with \(C\neq0\) and \(0<p<1\) is not differentiable at \(m=0\). For a general `e` and `e₁` as in the lemma, where `e₁` is arbitrary at \(m\le0\), the two functions can therefore not be rewritten into each other globally. Agreement at the single point \(n\) is too little, because two functions can share a value and differ in slope.

What the derivative depends on is the function on some neighbourhood of \(n\), and Mathlib expresses this with filters. The relation `=ᶠ[𝓝 n]` between two functions says that the set where they agree contains a neighbourhood of \(n\), with no radius named. `Ioi_mem_nhds hn` states that the half-line \((0,\infty)\) is such a neighbourhood when \(n>0\). The tactic `filter_upwards [Ioi_mem_nhds hn] with m hm` turns the goal into an ordinary one: for a point \(m\) with \(m>0\), show that the two values are equal. That is the product rule at \(m\). The transfer is then `H.congr_of_eventuallyEq hd`: a function that agrees near \(n\) with one that has a known derivative at \(n\) has the same derivative there. Appending `.deriv` converts this into the value of `deriv`.

The same pattern handles \(v/n\) in `vsKernel_virial_eq`, where `virial e m` contains `deriv e m` and has to be replaced by `e₁ m` near \(n\) before the quotient rule applies. It also accounts for the unequal hypotheses of these two lemmas: `h₁` is assumed at all positive \(m\), which supplies the neighbourhood (any neighbourhood of \(n\) would serve), while `h₂` is required at \(n\) alone.

## Limiting exponents

The values that follow come from substituting exponents into the polynomial relation and are not stated as theorems in the file.

At \(p=0\) the energy is the constant \(-C\), so \((ne)''=0\) and \(v=2e\). The relation reads \(4(1-a)=0\), so \(a=1\): the term \(n(v/n)'=-v/n\) must cancel \(v/n\) completely. The formula for \(a\) is continuous there, and \(a\to1\) as \(p\to0\).

At \(p=2/3\), the exponent of the non-interacting kinetic energy, \(v\) vanishes and so does \(f_a\), while \((ne)''=\frac{10}{9}\,e/n\) does not. The relation reads \(0=10/3\) and has no solution. As \(p\) approaches \(2/3\) from below, the required \(a\) tends to \(-\infty\). Within \(0<p<2/3\) it changes sign at the root of \(3p^{2}+9p-4\), namely \(p=(\sqrt{129}-9)/6\approx0.39\), which is the one exponent in that interval for which the \(a=0\) closure satisfies the condition.

At \(p=1\) the ratio \(v/n\) is constant and \(a\) drops out of the kernel. The main theorem still applies because it is written for the product \(a(1-p)\): it gives \(0=4\), so again no \(a\) works.
